# For positive neighbour densities, the many-body increments of an exponential embedding energy alternate in sign with cluster size

A central atom has the model embedding energy exp(−∑ρⱼ), where each neighbour j in a finite set contributes a real density ρⱼ and the energy is a pure number. The many-body increment of a cluster T of neighbours is the sum of the energies of all its subsets S, the empty one included, each with the sign (−1) to the number of neighbours in T but not in S. The declaration `increment_sign` states that if every density in T is positive, this increment times (−1)^|T| is positive, so the increment is nonzero and has the sign (−1)^|T|. The attempt writes the increment as the product of the factors exp(−ρⱼ) − 1, gives each factor one of the signs −1, and seeks to show that every resulting factor is positive.

As first written in Lean, the proof fails:

```lean
import Mathlib

open Finset

noncomputable section

namespace IncrementSign

variable {ι : Type*}

/-- The exponential embedding energy of a central atom whose neighbours `j ∈ S`
contribute the densities `ρ j`. -/
def embedding (ρ : ι → ℝ) (S : Finset ι) : ℝ := Real.exp (-∑ j ∈ S, ρ j)

variable [DecidableEq ι]

/-- The many-body increment of the cluster `T`: the alternating sum of the energies of
all its subclusters. -/
def increment (E : Finset ι → ℝ) (T : Finset ι) : ℝ :=
  ∑ S ∈ T.powerset, (-1) ^ (T \ S).card * E S

/-- The increment of the exponential embedding energy is the product over the cluster of
the factors `exp (-ρ j) - 1`. -/
theorem increment_embedding (ρ : ι → ℝ) (T : Finset ι) :
    increment (embedding ρ) T = ∏ j ∈ T, (Real.exp (-ρ j) - 1) := by
  simp only [sub_eq_add_neg]
  rw [Finset.prod_add]
  unfold increment
  refine Finset.sum_congr rfl fun S _ => ?_
  rw [Finset.prod_const, embedding, ← Finset.sum_neg_distrib, Real.exp_sum]
  ring

/-- For positive densities the increment of the exponential embedding energy on a cluster `T` is
nonzero and has the sign `(-1) ^ card T`. -/
theorem increment_sign (ρ : ι → ℝ) (T : Finset ι) (hρ : ∀ j ∈ T, 0 < ρ j) :
    0 < (-1) ^ T.card * increment (embedding ρ) T := by
  rw [increment_embedding, ← Finset.prod_const, ← Finset.prod_mul_distrib]
  refine Finset.prod_pos fun j hj => ?_
  have := Real.exp_lt_one (neg_lt_zero.mpr (hρ j hj))
  linarith

end IncrementSign
```

Lean reports:

```
Main.lean:39:10: error(lean.unknownIdentifier): Unknown constant `Real.exp_lt_one`
Main.lean:36:53: error: unsolved goals
ι : Type u_1
inst✝ : DecidableEq ι
ρ : ι → ℝ
T : Finset ι
hρ : ∀ j ∈ T, 0 < ρ j
j : ι
hj : j ∈ T
⊢ 0 < -1 * (Real.exp (-ρ j) - 1)
```

The first message says that no constant named `Real.exp_lt_one` exists in the Mathlib being used. The step that calls it was to supply `Real.exp (-ρ j) < 1`, and it fails on the name alone.

The second message follows from the first. It shows the goal left open when the `have` failed, `0 < -1 * (Real.exp (-ρ j) - 1)`, with no bound on the exponential among the hypotheses. The closing `linarith` is not reported as failing.

The repair uses `Real.exp_lt_one_iff`, an equivalence whose `.mpr` direction turns a proof that the exponent is negative into a proof that the exponential is less than one. The argument is unchanged: `neg_lt_zero.mpr (hρ j hj)` already proves `-ρ j < 0`. With the bound in hand the goal is a linear inequality in `Real.exp (-ρ j)`, and `linarith` closes it.

The mended proof, as a diff:

```diff
@@ -37,5 +37,5 @@
   rw [increment_embedding, ← Finset.prod_const, ← Finset.prod_mul_distrib]
   refine Finset.prod_pos fun j hj => ?_
-  have := Real.exp_lt_one (neg_lt_zero.mpr (hρ j hj))
+  have := Real.exp_lt_one_iff.mpr (neg_lt_zero.mpr (hρ j hj))
   linarith
 
```
